# The covariance matrix of $m$ imaginary times, estimated from $1 \le n \le m$ bins, is singular

## Bins as given numbers

The bins are treated here as $n$ fixed vectors of real numbers, not as draws from a probability distribution. This choice suits the question, which concerns the matrix that an analysis program builds from stored data. Whatever the noise in the simulation was like, the rank of that matrix is limited by counting.

In auxiliary-field or path-integral Monte Carlo, one measures a correlation function $G(\tau)$ at $m$ imaginary times $\tau_0,\dots,\tau_{m-1}$. The measurements are averaged in $n$ blocks, the bins. Bin $k$ supplies a vector $x_k \in \mathbb{R}^m$ whose component $x_{k,i}$ is the bin average of $G(\tau_i)$, with $k = 0,\dots,n-1$ and $i = 0,\dots,m-1$. The mean over bins and the matrix of summed outer products are

$$\bar x = \frac1n\sum_k x_k, \qquad C = \sum_k (x_k-\bar x)(x_k-\bar x)^T .$$

Values at different $\tau_i$ come from the same configurations and are usually correlated. A fit $f \in \mathbb{R}^m$ to the data can take these correlations into account through the correlated chi-squared

$$\chi^2 = (\bar x - f)^T\,\Sigma^{-1}\,(\bar x - f), \qquad \Sigma = \frac{C}{n(n-1)},$$

where $\Sigma$ estimates the covariance of the mean for $n \ge 2$ independent bins. The positive prefactor changes neither the rank of $C$ nor whether it is invertible, so it is enough to study $C$.

For fits and analytic continuation of imaginary-time data, the consequence is that a chi-squared with the full, unmodified sample covariance of $m$ times needs at least $m+1$ bins.

## What is stated

The main theorem, `binCov_singular`, takes any data `x : Fin n → Fin m → ℝ` and the hypothesis `0 < n`. It says three things:

- $C$ is positive semidefinite.
- $\operatorname{rank} C + 1 \le n$. This is the bound $\operatorname{rank} C \le n-1$, written without a subtraction of natural numbers.
- If $n \le m$, then $\det C = 0$, and no $m\times m$ real matrix $W$ satisfies $CW = 1$.

The Lean objects correspond to the physics as follows. `x k i` is the value in bin $k$ at time $\tau_i$, with both indices counted from zero. `binMean x` is $\bar x$, and `binCov x` is $C$ without any normalising factor. `deviation x` is the $n\times m$ matrix $D$ with entries $D_{ki} = x_{k,i} - \bar x_i$, so that each row belongs to a bin and each column to a time. A vector `v` holds the coefficients of a linear combination of time points, and `v ⬝ᵥ x k` is the value of that combination in bin $k$.

The missing inverse is expressed through the equation $CW = 1$ and not through Lean's `C⁻¹`, which is defined by convention even for a singular matrix.

Three further theorems complete the picture. `det_binCov_eq_zero_iff` says that $\det C = 0$ exactly when some nonzero combination of time points takes its mean value in every bin. `exists_noiseless_combination` supplies such a combination whenever $1 \le n \le m$. `det_binCov_simplexBins_ne_zero` gives, for every $m$, a set of $m+1$ bins with $\det C \ne 0$.

The chi-squared itself is not defined in the file; what is treated is the inverse that it needs. The values $\tau_i$, the Hamiltonian and the sampling algorithm do not enter, and neither does the independence of the bins. Nothing is stated about covariance matrices that have been altered before inversion, for instance by discarding or raising small eigenvalues.

## Positivity and the fluctuations of a combination

Entry by entry,

$$C_{ij} = \sum_k (x_{k,i}-\bar x_i)(x_{k,j}-\bar x_j) = \sum_k D_{ki}D_{kj} = (D^TD)_{ij}.$$

Hence $C = D^TD$, which is symmetric. For $v \in \mathbb{R}^m$,

$$(Dv)_k = \sum_i (x_{k,i}-\bar x_i)v_i = v\cdot x_k - v\cdot\bar x,$$

and therefore

$$v^TCv = (Dv)^T(Dv) = \sum_k (v\cdot x_k - v\cdot\bar x)^2 \ge 0.$$

The quadratic form is the total squared fluctuation, over the bins, of the combination $v$. This proves that $C$ is positive semidefinite.

It also describes the kernel. If $Cv = 0$, the sum of squares vanishes, so each term vanishes and $v\cdot x_k = v\cdot\bar x$ for every $k$. Conversely, if all these equalities hold, then $Dv = 0$ and $Cv = D^TDv = 0$. Since $\det C = 0$ exactly when $C$ has a nonzero kernel vector, $C$ is singular exactly when some nonzero combination of time points does not fluctuate.

## The rank bound

At each time the deviations sum to zero:

$$\sum_k D_{ki} = \sum_k x_{k,i} - n\bar x_i = 0.$$

In matrix form this reads $D^T\mathbf 1 = 0$, where $\mathbf 1 \in \mathbb{R}^n$ has all entries equal to one. Because $n \ge 1$, this vector is not zero, and the kernel of $D^T$ has dimension at least one. Rank-nullity for $D^T:\mathbb{R}^n\to\mathbb{R}^m$ gives

$$\operatorname{rank} D^T + \dim\ker D^T = n, \qquad\text{so}\qquad \operatorname{rank} D^T + 1 \le n.$$

It remains to pass from $D^T$ to $C$. A matrix and its transpose have equal rank. By the kernel argument above, $D$ and $C = D^TD$ have the same kernel in $\mathbb{R}^m$, hence the same rank. Thus $\operatorname{rank} C + 1 \le n$: because the $n$ deviations sum to zero, at most $n-1$ of them are linearly independent.

Now let $n \le m$. Then $\operatorname{rank} C \le n-1 < m$, whereas an invertible $m\times m$ matrix has rank $m$. So $\det C = 0$. If some $W$ satisfied $CW = 1$, taking determinants would give $0 = \det C\,\det W = 1$, a contradiction.

## Two bins at two times

Take $x_0 = (1.0,\,0.6)$ and $x_1 = (0.8,\,0.2)$. The mean is $\bar x = (0.9,\,0.4)$ and the deviations are $\pm(0.1,\,0.2)$. Therefore

$$C = 2\begin{pmatrix}0.01&0.02\\0.02&0.04\end{pmatrix} = \begin{pmatrix}0.02&0.04\\0.04&0.08\end{pmatrix}, \qquad \det C = 0.0016-0.0016 = 0.$$

The rank is $1 = n-1$. The combination without fluctuations is $v = (2,-1)$: it equals $2.0-0.6 = 1.4$ in the first bin and $1.6-0.2 = 1.4$ in the second. The data assign it an error bar of exactly zero, although two bins are hardly evidence that the quantity is known exactly.

## Without $n \le m$, or without any bin

Add a bin and the determinant need not vanish. For $m = 2$, take the three bins $(0,0)$, $(1,0)$ and $(0,1)$. Their mean is $(\tfrac13,\tfrac13)$, and

$$C = \begin{pmatrix}\tfrac23&-\tfrac13\\-\tfrac13&\tfrac23\end{pmatrix}, \qquad \det C = \tfrac49-\tfrac19 = \tfrac13 .$$

The same construction works for every $m$, with $x_0 = 0$ and $x_{i+1} = e_i$, the unit vector for time $i$. If a combination $v$ takes its mean value in every bin, then it takes the same value in bins $i+1$ and $0$, so $v_i = v\cdot e_i = v\cdot 0 = 0$ for each $i$. No nonzero $v$ qualifies, and $\det C \ne 0$. Having $m+1$ bins is still no guarantee: if $m \ge 1$ and all bins are equal, $C = 0$.

The hypothesis $n \ge 1$ matters too. With $n = 0$ the rank bound would read $\operatorname{rank} C + 1 \le 0$, which is false. For $n = m = 0$ the determinant claim also fails, since the empty matrix has determinant $1$.

## The Lean file

```lean
import Mathlib

open Matrix

namespace ImaginaryTimeCovariance

noncomputable section

variable {n m : ℕ}

/-- The mean over `n` bins of a correlation function sampled at `m` imaginary times. -/
def binMean (x : Fin n → Fin m → ℝ) : Fin m → ℝ :=
  fun i => (∑ k, x k i) / n

/-- The matrix whose row `k` is the deviation of bin `k` from the bin mean. -/
def deviation (x : Fin n → Fin m → ℝ) : Matrix (Fin n) (Fin m) ℝ :=
  Matrix.of fun k i => x k i - binMean x i

/-- The (unnormalised) covariance matrix of the time points: the sum over bins of the outer
product of the deviation with itself. -/
def binCov (x : Fin n → Fin m → ℝ) : Matrix (Fin m) (Fin m) ℝ :=
  ∑ k, vecMulVec (x k - binMean x) (x k - binMean x)

/-- The covariance matrix is the transposed deviation matrix times the deviation matrix. -/
theorem binCov_eq (x : Fin n → Fin m → ℝ) :
    binCov x = (deviation x)ᵀ * deviation x := by
  ext i j
  simp [binCov, deviation, Matrix.sum_apply, vecMulVec_apply, Matrix.mul_apply]

/-- At each imaginary time the deviations from the mean add up to zero over the bins. -/
theorem sum_deviation (x : Fin n → Fin m → ℝ) (hn : 0 < n) (i : Fin m) :
    ∑ k, deviation x k i = 0 := by
  have hn' : (n : ℝ) ≠ 0 := by exact_mod_cast hn.ne'
  have h : (n : ℝ) * ((∑ k, x k i) / n) = ∑ k, x k i := by field_simp
  simp only [deviation, Matrix.of_apply, Finset.sum_sub_distrib, Finset.sum_const,
    Finset.card_univ, Fintype.card_fin, nsmul_eq_mul, binMean]
  rw [h, sub_self]

/-- The deviation matrix applied to `v` gives, bin by bin, the fluctuation of the linear
combination `v` of time points. -/
theorem deviation_mulVec (x : Fin n → Fin m → ℝ) (v : Fin m → ℝ) (k : Fin n) :
    (deviation x *ᵥ v) k = v ⬝ᵥ x k - v ⬝ᵥ binMean x := by
  simp only [Matrix.mulVec, dotProduct, deviation, Matrix.of_apply]
  rw [← Finset.sum_sub_distrib]
  exact Finset.sum_congr rfl (fun i _ => by ring)

/-- The quadratic form of the covariance matrix is the sum over bins of the squared
fluctuation of the combination `v` of time points. -/
theorem binCov_quadratic (x : Fin n → Fin m → ℝ) (v : Fin m → ℝ) :
    v ⬝ᵥ (binCov x *ᵥ v) = ∑ k, (v ⬝ᵥ x k - v ⬝ᵥ binMean x) ^ 2 := by
  rw [binCov_eq, ← Matrix.mulVec_mulVec, Matrix.dotProduct_mulVec, Matrix.vecMul_transpose]
  change ∑ k, (deviation x *ᵥ v) k * (deviation x *ᵥ v) k = _
  exact Finset.sum_congr rfl (fun k _ => by rw [deviation_mulVec]; ring)

/-- The covariance matrix is singular exactly when some nonzero linear combination of time
points takes its mean value in every bin. -/
theorem det_binCov_eq_zero_iff (x : Fin n → Fin m → ℝ) :
    (binCov x).det = 0 ↔ ∃ v : Fin m → ℝ, v ≠ 0 ∧ ∀ k, v ⬝ᵥ x k = v ⬝ᵥ binMean x := by
  rw [← Matrix.exists_mulVec_eq_zero_iff]
  constructor
  · rintro ⟨v, hv, h⟩
    refine ⟨v, hv, fun k => ?_⟩
    -- a vanishing sum of squares forces every fluctuation to vanish
    have q := binCov_quadratic x v
    rw [h, dotProduct_zero] at q
    have hk := (Finset.sum_eq_zero_iff_of_nonneg (fun k _ => sq_nonneg _)).1 q.symm k
      (Finset.mem_univ k)
    exact sub_eq_zero.1 ((pow_eq_zero_iff two_ne_zero).1 hk)
  · rintro ⟨v, hv, h⟩
    refine ⟨v, hv, ?_⟩
    have hD : deviation x *ᵥ v = 0 := by
      ext k
      simp [deviation_mulVec, h k]
    rw [binCov_eq, ← Matrix.mulVec_mulVec, hD, Matrix.mulVec_zero]

/-- The covariance matrix of `n ≥ 1` bins has rank at most `n - 1`. -/
theorem rank_binCov_add_one_le (x : Fin n → Fin m → ℝ) (hn : 0 < n) :
    (binCov x).rank + 1 ≤ n := by
  rw [binCov_eq, Matrix.rank_transpose_mul_self, ← Matrix.rank_transpose]
  -- the constant vector lies in the kernel of the transposed deviation matrix
  have hker : LinearMap.ker (deviation x)ᵀ.mulVecLin ≠ ⊥ := by
    intro hbot
    have hmem : (fun _ => 1 : Fin n → ℝ) ∈ LinearMap.ker (deviation x)ᵀ.mulVecLin := by
      rw [LinearMap.mem_ker, Matrix.mulVecLin_apply]
      ext i
      simpa [Matrix.mulVec, dotProduct] using sum_deviation x hn i
    rw [hbot, Submodule.mem_bot] at hmem
    exact one_ne_zero (congrFun hmem ⟨0, hn⟩)
  have hpos := Submodule.one_le_finrank_iff.2 hker
  -- rank-nullity on the space of bins
  have hrn := LinearMap.finrank_range_add_finrank_ker (deviation x)ᵀ.mulVecLin
  rw [Module.finrank_fin_fun] at hrn
  unfold Matrix.rank
  omega

/-- For `n ≥ 1` bins the covariance matrix of `m` time points is positive semidefinite with rank at
most `n - 1`; if `n ≤ m`, its determinant vanishes and no matrix `W` satisfies `binCov x * W = 1`.
-/
theorem binCov_singular (x : Fin n → Fin m → ℝ) (hn : 0 < n) :
    (binCov x).PosSemidef ∧ (binCov x).rank + 1 ≤ n ∧
      (n ≤ m → (binCov x).det = 0 ∧
        ∀ W : Matrix (Fin m) (Fin m) ℝ, binCov x * W ≠ 1) := by
  have hr := rank_binCov_add_one_le x hn
  refine ⟨?_, hr, fun hnm => ?_⟩
  · have h := Matrix.posSemidef_conjTranspose_mul_self (deviation x)
    rw [Matrix.conjTranspose_eq_transpose_of_trivial] at h
    rw [binCov_eq]
    exact h
  · have hdet : (binCov x).det = 0 := by
      by_contra hne
      -- an invertible covariance matrix would have full rank `m`
      have hu : IsUnit (binCov x) :=
        (Matrix.isUnit_iff_isUnit_det _).2 (isUnit_iff_ne_zero.2 hne)
      have hfull := Matrix.rank_of_isUnit _ hu
      rw [Fintype.card_fin] at hfull
      omega
    refine ⟨hdet, fun W hW => ?_⟩
    have h := congrArg Matrix.det hW
    rw [Matrix.det_mul, hdet, zero_mul, Matrix.det_one] at h
    exact zero_ne_one h

/-- With at least one bin and no more bins than time points, some nonzero linear combination of the
time points shows no fluctuation at all over the bins. -/
theorem exists_noiseless_combination (x : Fin n → Fin m → ℝ) (hn : 0 < n) (hnm : n ≤ m) :
    ∃ v : Fin m → ℝ, v ≠ 0 ∧ ∀ k, v ⬝ᵥ x k = v ⬝ᵥ binMean x :=
  (det_binCov_eq_zero_iff x).1 ((binCov_singular x hn).2.2 hnm).1

/-- A data set of `m + 1` bins: the zero vector and the `m` unit vectors. -/
def simplexBins (m : ℕ) : Fin (m + 1) → Fin m → ℝ :=
  Fin.cons (0 : Fin m → ℝ) (fun k => Pi.single k (1 : ℝ))

/-- One bin more than time points can suffice: the covariance matrix of the `m + 1` bins
`simplexBins m` has nonzero determinant. -/
theorem det_binCov_simplexBins_ne_zero (m : ℕ) : (binCov (simplexBins m)).det ≠ 0 := by
  intro h
  obtain ⟨v, hv, hk⟩ := (det_binCov_eq_zero_iff _).1 h
  apply hv
  ext i
  -- compare the bin holding the unit vector `i` with the zero bin
  have h1 := (hk i.succ).trans (hk 0).symm
  simpa [simplexBins] using h1

end

end ImaginaryTimeCovariance
```

```lean
#print axioms ImaginaryTimeCovariance.exists_noiseless_combination
#print axioms ImaginaryTimeCovariance.det_binCov_simplexBins_ne_zero
```

```
'ImaginaryTimeCovariance.exists_noiseless_combination' depends on axioms: [propext, Classical.choice, Quot.sound]
'ImaginaryTimeCovariance.det_binCov_simplexBins_ne_zero' depends on axioms: [propext, Classical.choice, Quot.sound]
```

## How the proof follows the derivation

`binCov_eq` is the identity $C = D^TD$. The tactic `ext i j` reduces it to a single entry, and `simp` unfolds both sides to the same sum over bins. `sum_deviation` is the statement $\sum_k D_{ki} = 0$. It uses `0 < n` to cancel the factor $n$ against the denominator of the mean.

`deviation_mulVec` computes $(Dv)_k$, and `binCov_quadratic` turns $v^TCv$ into the sum of squares. The rewriting in the latter moves $D^T$ to the left-hand vector, which leaves the product of $Dv$ with itself.

`det_binCov_eq_zero_iff` begins by replacing $\det C = 0$ with the existence of a nonzero kernel vector, through Mathlib's `Matrix.exists_mulVec_eq_zero_iff`. In the forward direction, `Finset.sum_eq_zero_iff_of_nonneg` extracts from a vanishing sum of squares that each square is zero. In the backward direction, `hD` is the equation $Dv = 0$, from which $Cv = 0$ follows.

`rank_binCov_add_one_le` first rewrites the rank of $C$ as the rank of $D^T$. The lemma `Matrix.rank_transpose_mul_self` provides the step from $D^TD$ to $D$, and `Matrix.rank_transpose` the step to the transpose. The statement `hker` says that the kernel of $D^T$ is not trivial: if it were, the constant vector, which lies in it by `sum_deviation`, would be zero, and its entry at bin $0$ would give $1 = 0$. That entry exists because `0 < n`. Then `hpos` records that the kernel has dimension at least one, `hrn` is rank-nullity on $\mathbb{R}^n$, and `omega` does the remaining arithmetic.

`binCov_singular` assembles the parts. Positivity comes from Mathlib's theorem that a conjugate transpose times the matrix itself is positive semidefinite; over the reals the conjugate transpose is the transpose. For the determinant, the proof supposes $\det C \ne 0$, obtains full rank $m$ in `hfull`, and lets `omega` find the conflict with the rank bound and $n \le m$. The last lines take the determinant of $CW = 1$, as in the derivation.

`exists_noiseless_combination` feeds this vanishing determinant into the equivalence. `det_binCov_simplexBins_ne_zero` uses the same direction of the equivalence, now for a contradiction: a zero determinant would supply a nonzero $v$, but `h1`, which compares bin `i.succ` with bin `0`, shows that every component of $v$ is zero.
